# Factor systems of a finite cyclic little co-group are coboundaries

At a wavevector $\mathbf{k}$ of a crystal with glides or screws, the operators on Bloch states, one chosen for each point operation that fixes $\mathbf{k}$, in general multiply only up to phases. On spinless states, a glide whose square is the lattice translation $\mathbf{T}$ squares to $p=e^{-i\mathbf{k}\cdot\mathbf{T}}$, which is $-1$ where $\mathbf{k}\cdot\mathbf{T}=\pi$. Without a criterion, such a phase may be read as a sign that bands must stick together at that wavevector, although for the glide taken alone a rescaling of the operator removes it; where sticking at a prescribed wavevector is enforced, further symmetry is involved, such as time reversal or a second, anticommuting operation. When the little co-group is finite and cyclic and all operators are complex-linear, the phases are always removable, and every irreducible finite-dimensional representation has dimension one.

## The objects

Let $G$ be the little co-group, the point operations that fix $\mathbf{k}$ up to a reciprocal lattice vector. Choosing one space-group operation per $g\in G$ gives operators $D(g)$ on a space $V$ of Bloch states, with $D(g)D(h)=w(g,h)\,D(gh)$ and nonzero complex factors $w(g,h)$. If $w(g,h)=b(g)b(h)/b(gh)$ for nonzero numbers $b(g)$, then $w$ is a coboundary and $D(g)/b(g)$ is an ordinary representation. The same equation, written $b(g)b(h)=w(g,h)\,b(gh)$, says that $b$ is a one-dimensional projective representation.

In Lean 4 with Mathlib:

```lean
import Mathlib

open Finset

namespace CyclicLittleCogroup

noncomputable section

variable {G : Type*} [Group G] {V : Type*} [AddCommGroup V] [Module ℂ V]

/-- A factor system: the 2-cocycle condition with values in nonzero complex numbers. -/
def IsCocycle (w : G → G → ℂˣ) : Prop :=
  ∀ g h k, w g h * w (g * h) k = w h k * w g (h * k)

/-- The factor system has the form `b g * b h / b (g h)`. -/
def IsCoboundary (w : G → G → ℂˣ) : Prop :=
  ∃ b : G → ℂˣ, ∀ g h, w g h = b g * b h / b (g * h)

/-- A one-dimensional projective representation with factor system `w`. -/
def IsProjChar (w : G → G → ℂˣ) (b : G → ℂˣ) : Prop :=
  ∀ g h, b g * b h = w g h * b (g * h)

/-- A projective representation: `D 1` is invertible and `D g D h = w g h D (g h)`. -/
def IsProjRep (w : G → G → ℂˣ) (D : G → Module.End ℂ V) : Prop :=
  IsUnit (D 1) ∧ ∀ g h, D g * D h = (w g h : ℂ) • D (g * h)
```

Here `G` is an abstract group and `ℂˣ` is the set of nonzero complex numbers, so the factors need not have modulus one, $w(1,1)$ need not be $1$, and $D$ need not be unitary. No lattice, wavevector or Hamiltonian appears. The link to electronic structure is that, in a one-electron band model, an energy level at $\mathbf{k}$ carries such a $D$, and the degeneracy that these linear symmetries enforce is the dimension of an irreducible one. Accidental degeneracies are not addressed.

## Associativity, with no action on the phases

Evaluating $D(g)D(h)D(k)$ for $g,h,k\in G$ in both bracketings and comparing the coefficients of $D(ghk)$, which is invertible because $D(1)$ is, and hence nonzero when $V\neq0$, gives the cocycle law
$$w(g,h)\,w(gh,k)=w(h,k)\,w(g,hk).$$
The factor $w(h,k)$ was moved past $D(g)$ unchanged. This is the trivial action, and it means that no operation is antiunitary; `Module.End ℂ V` contains only linear maps.

The law is first applied to the triples $(g,1,1)$ and $(1,1,g)$. They give $w(g,1)^2=w(1,1)\,w(g,1)$ and $w(1,1)\,w(1,g)=w(1,g)^2$, so $w(g,1)=w(1,g)=w(1,1)$ after cancelling a nonzero factor. Its next use concerns the phase accumulated by applying an element $a$ repeatedly,
$$P(m)=\prod_{j=0}^{m-1}w(a^j,a),\qquad P(0)=1,\qquad P(1)=w(1,1),$$
which obeys $P(m+l)\,w(1,1)=P(m)P(l)\,w(a^m,a^l)$ for natural numbers $m,l$. For $l=0$ this is $w(a^m,1)=w(1,1)$. The step to $l+1$ multiplies both sides by $w(a^{m+l},a)$ and uses the law for $(a^m,a^l,a)$:
$$w(a^m,a^l)\,w(a^{m+l},a)=w(a^l,a)\,w(a^m,a^{l+1}).$$
The factor $w(a^l,a)$ turns $P(l)$ into $P(l+1)$.

```lean
/-- The product of the factors `w (a^j) a` over `j < m`. -/
def phase (w : G → G → ℂˣ) (a : G) (m : ℕ) : ℂˣ := ∏ j ∈ range m, w (a ^ j) a

/-- A cocycle takes the value `w 1 1` whenever one argument is the identity. -/
theorem cocycle_one {w : G → G → ℂˣ} (hw : IsCocycle w) (g : G) :
    w g 1 = w 1 1 ∧ w 1 g = w 1 1 := by
  have h1 := hw g 1 1
  have h2 := hw 1 1 g
  simp only [mul_one, one_mul] at h1 h2
  exact ⟨mul_right_cancel h1, (mul_right_cancel h2).symm⟩

/-- Composition law of the accumulated phase: `m + l` steps against `m` steps and `l` steps. -/
theorem phase_add {w : G → G → ℂˣ} (hw : IsCocycle w) (a : G) (m l : ℕ) :
    phase w a (m + l) * w 1 1 = phase w a m * phase w a l * w (a ^ m) (a ^ l) := by
  have hs : ∀ m, phase w a (m + 1) = phase w a m * w (a ^ m) a :=
    fun m => Finset.prod_range_succ _ _
  induction l with
  | zero => simp [phase, (cocycle_one hw (a ^ m)).1]
  | succ l ih =>
    have h := hw (a ^ m) (a ^ l) a
    rw [← pow_add, ← pow_succ] at h
    rw [← add_assoc, hs, hs, mul_right_comm, ih, mul_assoc, h]
    simp only [mul_assoc]
```

`phase w a m` is $P(m)$. In `cocycle_one` the two triples are `hw g 1 1` and `hw 1 1 g`, and in `phase_add` the displayed identity is `hw (a ^ m) (a ^ l) a`.

Without linearity the conclusion fails on two elements. Time reversal $\Theta$ with $\Theta^2=-1$ rescales as $(c\,\Theta)^2=|c|^2\,\Theta^2$ for a complex number $c$, so the sign stays, and Kramers pairs result. This example and the later remarks that name no theorem are arguments in prose and are not among the machine-checked statements.

## A single generator

Cyclic means that every element is a power $a^m$ of one operation $a$, of order $n$, as for the co-group of one glide ($n=2$) or one screw axis. The claim is that a one-dimensional projective representation with $b(a)=z$ exists exactly when $z^n=P(n)$.

Given $b$, the relation $b(1)^2=w(1,1)\,b(1)$ gives $b(1)=w(1,1)$. Then $z^m\,w(1,1)=P(m)\,b(a^m)$ by induction, because $b(a^m)\,b(a)=w(a^m,a)\,b(a^{m+1})$. At $m=n$, where $a^n=1$, this reads $z^n=P(n)$. Conversely, set $f(m)=z^m\,w(1,1)/P(m)$. The composition law of $P$ gives
$$f(m)f(l)=\frac{z^{m+l}\,w(1,1)^2}{P(m)P(l)}=w(a^m,a^l)\,f(m+l).$$
The root condition gives $f(n)=w(1,1)$, and $l=n$ yields $f(m)\,w(1,1)=w(a^m,1)\,f(m+n)$, so $f(m+n)=f(m)$. Hence $b(a^m)=f(m)$ is well defined, and it covers all of $G$ because $a$ generates. Finally $f(1)=z$.

```lean
/-- For a generator `a` of order `n`, a one-dimensional projective representation with value
`z` on `a` exists exactly when `z ^ n` is the phase accumulated over `n` steps. -/
theorem projChar_iff_root {w : G → G → ℂˣ} (hw : IsCocycle w) (a : G)
    (hgen : ∀ g, g ∈ Submonoid.powers a) (z : ℂˣ) :
    (∃ b, IsProjChar w b ∧ b a = z) ↔ z ^ orderOf a = phase w a (orderOf a) := by
  constructor
  · rintro ⟨b, hb, rfl⟩
    have h1 : b 1 = w 1 1 := by
      have h := hb 1 1
      rw [mul_one] at h
      exact mul_right_cancel h
    have hp : ∀ m, b a ^ m * w 1 1 = phase w a m * b (a ^ m) := by
      intro m
      induction m with
      | zero => simp [phase, h1]
      | succ m ih =>
        have hs : phase w a (m + 1) = phase w a m * w (a ^ m) a := Finset.prod_range_succ _ _
        rw [pow_succ (b a), mul_right_comm, ih, mul_assoc, hb, hs, pow_succ a, mul_assoc]
    have h := hp (orderOf a)
    rw [pow_orderOf_eq_one, h1] at h
    exact mul_right_cancel h
  · intro hz
    -- candidate values on the powers of `a`
    obtain ⟨f, hf⟩ : ∃ f : ℕ → ℂˣ, ∀ m, f m * phase w a m = z ^ m * w 1 1 :=
      ⟨fun m => z ^ m * w 1 1 / phase w a m, fun m => div_mul_cancel _ _⟩
    have hmul : ∀ m l, f m * f l = w (a ^ m) (a ^ l) * f (m + l) := by
      intro m l
      apply mul_right_cancel (b := phase w a m * phase w a l)
      calc f m * f l * (phase w a m * phase w a l)
          = (f m * phase w a m) * (f l * phase w a l) := by ac_rfl
        _ = z ^ (m + l) * w 1 1 * w 1 1 := by rw [hf, hf, pow_add]; ac_rfl
        _ = f (m + l) * (phase w a (m + l) * w 1 1) := by rw [← hf, mul_assoc]
        _ = _ := by rw [phase_add hw]; ac_rfl
    -- the root condition makes `f` periodic with the order of `a`
    have hn : f (orderOf a) = w 1 1 := by
      have h := hf (orderOf a)
      rw [hz, mul_comm] at h
      exact mul_left_cancel h
    have hper : Function.Periodic f (orderOf a) := by
      intro m
      have h := hmul m (orderOf a)
      rw [hn, pow_orderOf_eq_one, (cocycle_one hw (a ^ m)).1, mul_comm (f m)] at h
      exact (mul_left_cancel h).symm
    have hwell : ∀ m l, a ^ m = a ^ l → f m = f l := by
      intro m l h
      have h' : m % orderOf a = l % orderOf a := pow_eq_pow_iff_modEq.1 h
      exact (hper.map_mod_nat m).symm.trans (by rw [h']; exact hper.map_mod_nat l)
    have hex : ∀ g, ∃ m : ℕ, a ^ m = g := hgen
    choose lg hlg using hex
    refine ⟨fun g => f (lg g), fun g h => ?_, ?_⟩
    · have h1 := hmul (lg g) (lg h)
      rw [hlg, hlg, hwell (lg g + lg h) (lg (g * h)) (by rw [pow_add, hlg, hlg, hlg])] at h1
      exact h1
    · have h1 := hf 1
      have h2 : phase w a 1 = w 1 1 := by simp [phase, (cocycle_one hw a).2]
      rw [h2, pow_one] at h1
      exact (hwell (lg a) 1 (by rw [hlg, pow_one])).trans (mul_right_cancel h1)
```

The hypothesis `hgen` says that every element is a non-negative power of `a`. The forward direction, with `h1` and `hp`, uses neither `hgen` nor `hw`. In the converse, `hmul` is the displayed product rule, `hn` and `hper` give periodicity, and `hwell` says that equal powers of $a$ have equal $f$. The generator enters at `choose lg hlg using hex`, which picks an exponent for each element.

The same argument counts the solutions: $b$ is fixed by $b(a)$, and $z^n=P(n)$ has $n$ distinct roots, so each factor system has $n$ one-dimensional projective representations.

## Finite order and complex roots

A crystallographic point group is finite, so $n\ge1$. Since $P(n)\neq0$, the equation $z^n=P(n)$ has a complex solution, which is nonzero. For the trivial group, $n=1$ and $z=w(1,1)$.

```lean
/-- On a finite cyclic group every 2-cocycle is a coboundary and admits a one-dimensional
projective representation. -/
theorem cyclic_cocycle_coboundary [Finite G] [IsCyclic G] {w : G → G → ℂˣ}
    (hw : IsCocycle w) : IsCoboundary w ∧ ∃ b, IsProjChar w b := by
  obtain ⟨a, ha⟩ := IsCyclic.exists_monoid_generator (α := G)
  have hn : 0 < orderOf a := orderOf_pos a
  obtain ⟨z, hz⟩ := IsAlgClosed.exists_pow_nat_eq (phase w a (orderOf a) : ℂ) hn
  have hz0 : z ≠ 0 := by
    rintro rfl
    rw [zero_pow hn.ne'] at hz
    exact Units.ne_zero _ hz.symm
  obtain ⟨b, hb, -⟩ := (projChar_iff_root hw a ha (Units.mk0 z hz0)).2
    (Units.ext (by simpa using hz))
  exact ⟨⟨b, fun g h => by rw [hb g h, mul_div_cancel_right]⟩, b, hb⟩
```

In words, for finite cyclic $G$ every cocycle is a coboundary and has a one-dimensional projective representation. Finiteness supplies the generator by non-negative powers and `orderOf_pos`, and `IsAlgClosed.exists_pow_nat_eq` supplies the root. With only real rescalings the step would fail, since $z^2=-1$ has no real solution.

## The identity acts invertibly

The identity of $G$ is represented by a lattice translation, which annihilates no state. From $D(1)D(1)=w(1,1)\,D(1)$, cancelling $D(1)$ shows that it is the scalar $w(1,1)$. This starts the induction for $w(1,1)\,D(a)^m=P(m)\,D(a^m)$, whose step is $D(a^m)D(a)=w(a^m,a)\,D(a^{m+1})$.

```lean
/-- In a projective representation `(D a) ^ m` and `D (a ^ m)` agree up to the factors
`w 1 1` and the accumulated phase. -/
theorem projRep_pow {w : G → G → ℂˣ} {D : G → Module.End ℂ V} (hD : IsProjRep w D)
    (a : G) (m : ℕ) : (w 1 1 : ℂ) • D a ^ m = (phase w a m : ℂ) • D (a ^ m) := by
  induction m with
  | zero =>
    have h : D 1 * D 1 = D 1 * ((w 1 1 : ℂ) • 1) := by
      rw [hD.2, mul_one, mul_smul_comm, mul_one]
    have h1 := hD.1.mul_left_cancel h
    simp only [phase, prod_range_zero, pow_zero, Units.val_one, one_smul]
    exact h1.symm
  | succ m ih =>
    have hs : phase w a (m + 1) = phase w a m * w (a ^ m) a := Finset.prod_range_succ _ _
    rw [pow_succ (D a), ← smul_mul_assoc, ih, smul_mul_assoc, hD.2, smul_smul, hs,
      pow_succ a, Units.val_mul]
```

The cancellation is `hD.1.mul_left_cancel`. Without invertibility, $D=0$ satisfies the product rule for every $w$, and no nonzero state has nonzero eigenvalues.

## A nonzero space of finite dimension

An energy level at fixed $\mathbf{k}$ has at least one state and finitely many linearly independent ones. Then $D(a)$ has an eigenvector $v\ne0$ with eigenvalue $\mu$, and
$$D(a^m)\,v=\frac{w(1,1)\,\mu^m}{P(m)}\,v ,$$
so $D(g)v=\beta(g)v$ for every $g$, with numbers $\beta(g)$. Applying the product rule to $v$ gives $\beta(g)\beta(h)=w(g,h)\,\beta(gh)$. If some $\beta(g)$ vanished, $h=g^{-1}$ would give $\beta(1)=0$, against $D(1)v=w(1,1)\,v\neq0$.

```lean
/-- A nonzero finite-dimensional projective representation of a finite cyclic group contains
a nonzero state on which it acts by a one-dimensional projective representation. -/
theorem exists_invariant_line [Finite G] [IsCyclic G] [FiniteDimensional ℂ V] [Nontrivial V]
    {w : G → G → ℂˣ} {D : G → Module.End ℂ V} (hD : IsProjRep w D) :
    ∃ v : V, v ≠ 0 ∧ ∃ b, IsProjChar w b ∧ ∀ g, D g v = (b g : ℂ) • v := by
  obtain ⟨a, ha⟩ := IsCyclic.exists_monoid_generator (α := G)
  obtain ⟨μ, hμ⟩ := Module.End.exists_eigenvalue (D a)
  obtain ⟨v, hv⟩ := hμ.exists_hasEigenvector
  have hv0 : v ≠ 0 := hv.2
  -- an eigenvector of the generator is an eigenvector of every element
  have hex : ∀ g, ∃ β : ℂ, D g v = β • v := by
    intro g
    obtain ⟨m, rfl⟩ : ∃ m : ℕ, a ^ m = g := ha g
    have h := congrArg (fun T : Module.End ℂ V => T v) (projRep_pow hD a m)
    simp only [LinearMap.smul_apply, hv.pow_apply] at h
    refine ⟨(phase w a m : ℂ)⁻¹ * ((w 1 1 : ℂ) * μ ^ m), ?_⟩
    rw [mul_smul, mul_smul, h, inv_smul_smul₀ (Units.ne_zero _)]
  choose β hb using hex
  have hβ : ∀ g h, β g * β h = (w g h : ℂ) * β (g * h) := by
    intro g h
    have h1 := congrArg (fun T : Module.End ℂ V => T v) (hD.2 g h)
    simp only [Module.End.mul_apply, LinearMap.smul_apply, hb, map_smul, smul_smul] at h1
    rw [mul_comm (β h)] at h1
    exact smul_left_injective ℂ hv0 h1
  have hne : ∀ g, β g ≠ 0 := by
    intro g hg
    have h := hβ g g⁻¹
    rw [hg, zero_mul, mul_inv_cancel] at h
    have h0 : β 1 = 0 := (mul_eq_zero.1 h.symm).resolve_left (Units.ne_zero _)
    have h1 := congrArg (fun T : Module.End ℂ V => T v) (projRep_pow hD a 0)
    simp only [phase, prod_range_zero, pow_zero, Units.val_one, one_smul, LinearMap.smul_apply,
      Module.End.one_apply, hb, h0, zero_smul] at h1
    exact smul_ne_zero (Units.ne_zero _) hv0 h1
  exact ⟨v, hv0, fun g => Units.mk0 (β g) (hne g),
    fun g h => Units.ext (by simpa using hβ g h), hb⟩
```

`[FiniteDimensional ℂ V]` and `[Nontrivial V]` are what `Module.End.exists_eigenvalue` needs; `hex`, `hβ` and `hne` are the three steps that follow. The vector `v` is not normalised, and no inner product is used. The cocycle law is not assumed here, since $b$ is read off the operators. The zero space has no such $v$. Finite dimension is not essential: $D(a)^n$ is the scalar $P(n)$, which already yields an eigenvector.

## Irreducibility

The hypothesis `hirr` says that the only subspaces mapped into themselves by all $D(g)$ are zero and $V$, which describes a level that these symmetries do not allow to split. The line through $v$ is invariant (`hinv`) and nonzero, so it is $V$, and the dimension is one.

```lean
/-- A nonzero irreducible finite-dimensional projective representation of a finite cyclic group is
one-dimensional. -/
theorem irreducible_finrank_one [Finite G] [IsCyclic G] [FiniteDimensional ℂ V] [Nontrivial V]
    {w : G → G → ℂˣ} {D : G → Module.End ℂ V} (hD : IsProjRep w D)
    (hirr : ∀ W : Submodule ℂ V, (∀ g, ∀ x ∈ W, D g x ∈ W) → W = ⊥ ∨ W = ⊤) :
    Module.finrank ℂ V = 1 := by
  obtain ⟨v, hv, b, -, hb⟩ := exists_invariant_line hD
  have hinv : ∀ g, ∀ x ∈ Submodule.span ℂ {v}, D g x ∈ Submodule.span ℂ {v} := by
    intro g x hx
    obtain ⟨c, rfl⟩ := Submodule.mem_span_singleton.1 hx
    rw [map_smul, hb, smul_smul]
    exact Submodule.mem_span_singleton.2 ⟨_, rfl⟩
  rcases hirr _ hinv with h | h
  · exact absurd (Submodule.span_singleton_eq_bot.1 h) hv
  · rw [← finrank_top, ← h, finrank_span_singleton hv]
```

Without irreducibility the dimension is unrestricted, since direct sums of one-dimensional projective representations have the same factor system; the glide gives a two-dimensional example.

## The glide

The co-group is $\{1,-1\}$, written `ℤˣ`, with $-1$ the mirror. The factor is $w(-1,-1)=p$ and $1$ otherwise, for any nonzero $p$. On two amplitudes the glide acts as $(x,y)\mapsto(py,x)$, whose square is $p$ times the identity.

```lean
/-- Factor system on `{1, -1}` of a glide whose square is the phase `p`. -/
def glideCocycle (p : ℂˣ) (g h : ℤˣ) : ℂˣ := if g = -1 ∧ h = -1 then p else 1

/-- Operators on two amplitudes: the glide sends `(x, y)` to `(p y, x)`. -/
def glideRep (p : ℂˣ) (g : ℤˣ) : Module.End ℂ (ℂ × ℂ) :=
  if g = -1 then LinearMap.prod ((p : ℂ) • LinearMap.snd ℂ ℂ ℂ) (LinearMap.fst ℂ ℂ ℂ) else 1

/-- The group `{1, -1}` is generated by `-1`, the glide factor system is a cocycle, and the
glide operators form a projective representation of it. -/
theorem glide_witness (p : ℂˣ) : (∀ g : ℤˣ, g ∈ Submonoid.powers (-1 : ℤˣ)) ∧
    IsCocycle (glideCocycle p) ∧ IsProjRep (glideCocycle p) (glideRep p) := by
  have hne : (1 : ℤˣ) ≠ -1 := by decide
  refine ⟨fun g => ?_, fun g h k => ?_, by simp [glideRep, hne], fun g h => ?_⟩
  · rcases Int.units_eq_one_or g with rfl | rfl
    · exact Submonoid.one_mem _
    · exact Submonoid.mem_powers _
  · rcases Int.units_eq_one_or g with rfl | rfl <;> rcases Int.units_eq_one_or h with rfl | rfl <;>
      rcases Int.units_eq_one_or k with rfl | rfl <;> simp [glideCocycle, hne]
  · rcases Int.units_eq_one_or g with rfl | rfl <;> rcases Int.units_eq_one_or h with rfl | rfl <;>
      refine LinearMap.ext fun x => ?_ <;> ext <;> simp [glideCocycle, glideRep, hne]
```

`glide_witness` checks, case by case over the group elements, that $-1$ generates, that the factor system is a cocycle and that the operators represent it. Here $P(2)=p$, so $z^2=p$. The invariant lines are spanned by $(z,1)$, normalised to $(z,1)/\sqrt2$ when $|p|=1$, and the two-dimensional representation splits even at $p=-1$, where $z=\pm i$. This concerns the glide alone: if time reversal is also a symmetry and $\mathbf{k}$ is equivalent to $-\mathbf{k}$, that antiunitary operation commutes with the glide and maps an eigenstate with $z=i$ to one with $z=-i$ at the same energy, so the two bands do stick there. For $p=e^{-i\mathbf{k}\cdot\mathbf{T}}$ the roots $\pm e^{-i\mathbf{k}\cdot\mathbf{T}/2}$ exchange when $\mathbf{k}\cdot\mathbf{T}$ grows by $2\pi$, so the glide alone can force two bands to cross somewhere along a path in the glide plane. That concerns a path of wavevectors and does not fix where the crossing lies, whereas the theorems treat one factor system at a time.

## Two commuting generators

On the non-cyclic group $\{\pm1\}\times\{\pm1\}$ write $g=((-1)^{s_1},(-1)^{s_2})$ and $h=((-1)^{t_1},(-1)^{t_2})$ with exponents $0$ or $1$, and take $w(g,h)=(-1)^{s_2t_1}$. This is multiplicative in each argument, hence a cocycle. A coboundary on a commutative group is symmetric, since $b(g)b(h)/b(gh)$ is. For $u=(1,-1)$ and $u'=(-1,1)$, however, $w(u,u')=-1$ and $w(u',u)=1$.

```lean
/-- A sign-valued factor system on the non-cyclic group `{1, -1} × {1, -1}`. -/
def kleinCocycle (g h : ℤˣ × ℤˣ) : ℂˣ := if g.2 = -1 ∧ h.1 = -1 then -1 else 1

/-- On `{1, -1} × {1, -1}` the sign factor system is a cocycle but not a coboundary. -/
theorem klein_not_coboundary : IsCocycle kleinCocycle ∧ ¬ IsCoboundary kleinCocycle := by
  have hne : (1 : ℤˣ) ≠ -1 := by decide
  constructor
  · rintro ⟨g1, g2⟩ ⟨h1, h2⟩ ⟨k1, k2⟩
    rcases Int.units_eq_one_or g2 with rfl | rfl <;>
      rcases Int.units_eq_one_or h1 with rfl | rfl <;>
      rcases Int.units_eq_one_or h2 with rfl | rfl <;>
      rcases Int.units_eq_one_or k1 with rfl | rfl <;> simp [kleinCocycle, hne]
  · rintro ⟨b, hb⟩
    -- a coboundary on a commutative group is symmetric
    have h : kleinCocycle (1, -1) (-1, 1) = kleinCocycle (-1, 1) (1, -1) := by
      rw [hb, hb, mul_comm (b _), mul_comm ((1, -1) : ℤˣ × ℤˣ)]
    have h1 : kleinCocycle (1, -1) (-1, 1) = -1 := if_pos ⟨rfl, rfl⟩
    have h2 : kleinCocycle (-1, 1) (1, -1) = 1 := if_neg fun hh => hne hh.1
    rw [h1, h2] at h
    have h3 := congrArg Units.val h
    norm_num at h3

end

end CyclicLittleCogroup
```

The first half of `klein_not_coboundary` runs through sixteen sign choices; in the second, `h` is the symmetry and `h1`, `h2` are the two values. For operators this means $D(u)D(u')=-D(u')D(u)$, which nonzero numbers cannot satisfy. The Pauli matrices realise it in two dimensions through $D(g)=\sigma_x^{s_1}\sigma_z^{s_2}$.

```lean
#print axioms CyclicLittleCogroup.cyclic_cocycle_coboundary
#print axioms CyclicLittleCogroup.irreducible_finrank_one
#print axioms CyclicLittleCogroup.klein_not_coboundary
```

```
'CyclicLittleCogroup.cyclic_cocycle_coboundary' depends on axioms: [propext, Classical.choice, Quot.sound]
'CyclicLittleCogroup.irreducible_finrank_one' depends on axioms: [propext, Classical.choice, Quot.sound]
'CyclicLittleCogroup.klein_not_coboundary' depends on axioms: [propext, Classical.choice, Quot.sound]
```
